# Minimal-distance Wannier interpolation in one dimension is independent of home-cell labels

Take the one-dimensional mesh of \(N\ge1\) k-points \(k=2\pi n/N\), \(n=0,\dots,N-1\), with lattice constant 1, and two Wannier orbitals whose centres are offset by a real number \(t\). With the second orbital in cell \(R\), their separation is \(R+t\). Let \(S(t)\) contain the integers \(R\) that minimise \(|R+t|\) within their class modulo \(N\). Then

\[
R\in S(t)\iff 2|R+t|\le N,\qquad S(t+1)=S(t)-1,
\]

and each class meets \(S(t)\) in one or two points. If the hoppings \(h(R)\) are \(N\)-periodic, the matrix element interpolated with the phases \(e^{ik(R+t)}\) of these images, averaged where two tie, is unchanged at every real \(k\) when the second orbital's home cell is relabelled.

## Hoppings known only modulo \(N\)

A Fourier transform from these \(N\) k-points gives hoppings that repeat every \(N\) cells. (On a shifted mesh they would repeat only up to a phase.) Between mesh points, the interpolated value depends on which representative of each class carries the Bloch phase. A code that selects cells by \(|R|\) alone ignores the centres, so its interpolated bands can depend on which periodic copy of an orbital was called the home copy. For one pair of orbitals in one dimension, the minimal-distance rule removes that dependence.

## From half the supercell to the interpolated element

Put \(x=R+t\). If \(R\in S(t)\), comparison with \(R\pm N\) gives \(x^2\le(x\pm N)^2\), hence \(\mp2x\le N\), so \(2|x|\le N\). Conversely, if \(2|x|\le N\) and \(m\ne0\) is an integer, then

\[
|x+mN|\ge N-|x|\ge|x|.
\]

The separations in one class are spaced by \(N\), and the allowed interval \([-N/2,N/2]\) has length \(N\). It therefore contains one of them, or two if they sit at both ends.

Since \(R+(t+1)=(R+1)+t\), we have \(R\in S(t+1)\) exactly when \(R+1\in S(t)\). Let \(C_t(a)\) be the part of \(S(t)\) in the class of \(a\), and define

\[
P_t(k,a)=\frac1{|C_t(a)|}\sum_{R\in C_t(a)}e^{ik(R+t)},\qquad
H_t(k)=\sum_{a=0}^{N-1}h(a)P_t(k,a).
\]

The translation gives \(P_{t+1}(k,a)=P_t(k,a+1)\). Relabelling replaces \(t\) by \(t+1\) and \(h(R)\) by \(h(R+1)\), so the new element is

\[
\sum_{a=0}^{N-1}h(a+1)P_t(k,a+1)=H_t(k),
\]

because the terms at \(a=N\) and \(a=0\) agree.

At a mesh point \(k=2\pi n/N\), replacing \(a\) by \(R=a+jN\) multiplies the phase by \(e^{2\pi inj}=1\). Averaging then changes nothing, and \(H_t(k)=\sum_{a=0}^{N-1}h(a)e^{ik(a+t)}\).

For \(N=3\), \(S(0)=\{-1,0,1\}\), whereas its translate by \(-1\) is \(\{-2,-1,0\}\). If \(\{-1,0,1\}\) is used for every \(t\), the relabelled sum is

\[
h(0)e^{ikt}+h(1)e^{ik(t+1)}+h(2)e^{ik(t+2)}.
\]

With \(h(2)=h(-1)\), subtracting the original sum leaves

\[
h(-1)\left(e^{ik(t+2)}-e^{ik(t-1)}\right).
\]

The two exponents differ by \(3ik\), so this error vanishes at the mesh points; a check made only there will miss it.

## The definitions and proofs in Lean

```lean
import Mathlib

open Finset

namespace WannierMinimalDistance

noncomputable section

/-- The set `S(t)`: lattice vectors `R` whose separation `|R + t|` is minimal among all
lattice vectors congruent to `R` modulo `N`. -/
def minImages (N : ℕ) (t : ℝ) : Set ℤ :=
  {R | ∀ R' : ℤ, R' ≡ R [ZMOD N] → |(R : ℝ) + t| ≤ |(R' : ℝ) + t|}

/-- The minimal-distance images that belong to the class of `a` modulo `N`. -/
def classImages (N : ℕ) (t : ℝ) (a : ℤ) : Set ℤ :=
  {R | R ∈ minImages N t ∧ R ≡ a [ZMOD N]}

/-- The Bloch phase `exp(ik(R+t))` averaged over the minimal-distance images of the class
of `a`, for `N ≥ 1`. -/
def phaseAvg (N : ℕ) (t k : ℝ) (a : ℤ) : ℂ :=
  (∑ᶠ R ∈ classImages N t a, Complex.exp (Complex.I * k * ((R : ℂ) + t))) /
    ((classImages N t a).ncard : ℂ)

/-- The Wannier-interpolated matrix element at wave number `k`, built from the hoppings `h`
on `N` cells and the centre offset `t` by the minimal-distance rule. -/
def interp (N : ℕ) (h : ℤ → ℂ) (t k : ℝ) : ℂ :=
  ∑ a ∈ range N, h a * phaseAvg N t k a

/-- The centre-blind interpolation for `N = 3`, which uses the cells `-1, 0, 1` for every
centre offset `t`. -/
def blindInterp (h : ℤ → ℂ) (t k : ℝ) : ℂ :=
  ∑ R ∈ ({-1, 0, 1} : Finset ℤ), h R * Complex.exp (Complex.I * k * ((R : ℂ) + t))

/-- For `N ≥ 1`, a lattice vector is a minimal-distance image exactly when its separation
is at most half the length `N` of the supercell. -/
theorem mem_minImages_iff {N : ℕ} (hN : 0 < N) (t : ℝ) (R : ℤ) :
    R ∈ minImages N t ↔ 2 * |(R : ℝ) + t| ≤ N := by
  have hN' : (0 : ℝ) < N := by exact_mod_cast hN
  constructor
  · intro h
    -- compare with the two neighbouring images
    have h1 := h (R + N) (Int.modEq_iff_dvd.2 ⟨-1, by ring⟩)
    have h2 := h (R - N) (Int.modEq_iff_dvd.2 ⟨1, by ring⟩)
    have s1 := sq_le_sq.2 h1
    have s2 := sq_le_sq.2 h2
    push_cast at s1 s2
    have u1 : -(2 * ((R : ℝ) + t)) ≤ N :=
      le_of_mul_le_mul_right (by nlinarith) hN'
    have u2 : 2 * ((R : ℝ) + t) ≤ N :=
      le_of_mul_le_mul_right (by nlinarith) hN'
    have : |(R : ℝ) + t| ≤ N / 2 := abs_le.2 ⟨by linarith, by linarith⟩
    linarith
  · intro h R' hR'
    obtain ⟨m, hm⟩ := hR'.symm.dvd
    have hR : (R' : ℝ) = R + N * m := by
      have : R' = R + N * m := by linarith
      exact_mod_cast this
    have l1 := le_abs_self ((R : ℝ) + t)
    have l2 := neg_le_abs ((R : ℝ) + t)
    have l3 := le_abs_self ((R' : ℝ) + t)
    have l4 := neg_le_abs ((R' : ℝ) + t)
    have hcases : m ≤ -1 ∨ m = 0 ∨ 1 ≤ m := by omega
    rcases hcases with h0 | h0 | h0
    · have h0' : (m : ℝ) ≤ -1 := by exact_mod_cast h0
      have : (N : ℝ) * m ≤ N * (-1) := mul_le_mul_of_nonneg_left h0' hN'.le
      linarith
    · rw [hR, h0]
      simp
    · have h0' : (1 : ℝ) ≤ m := by exact_mod_cast h0
      have : (N : ℝ) * 1 ≤ N * m := mul_le_mul_of_nonneg_left h0' hN'.le
      linarith

/-- For `N ≥ 1`, each class modulo `N` has either one minimal-distance image or two,
which then lie `N` cells apart. -/
theorem one_or_two_images {N : ℕ} (hN : 0 < N) (t : ℝ) (a : ℤ) :
    ∃ R : ℤ, classImages N t a = {R} ∨ classImages N t a = {R, R + (N : ℤ)} := by
  have hN' : (0 : ℝ) < N := by exact_mod_cast hN
  -- the leftmost member of the class with separation at least -N/2
  obtain ⟨m, h1, h2⟩ : ∃ m : ℤ, -(N : ℝ) / 2 - t - a ≤ m * N ∧
      ((m : ℝ) - 1) * N < -(N : ℝ) / 2 - t - a :=
    ⟨⌈(-(N : ℝ) / 2 - t - a) / N⌉, (div_le_iff₀ hN').1 (Int.le_ceil _),
      (lt_div_iff₀ hN').1
        (by linarith [Int.ceil_lt_add_one ((-(N : ℝ) / 2 - t - a) / N)])⟩
  have key : ∀ R' : ℤ, R' ∈ classImages N t a ↔ R' = a + N * m ∨
      (R' = a + N * m + N ∧ 2 * ((a : ℝ) + N * m + t) = -N) := by
    intro R'
    constructor
    · rintro ⟨hS, hc⟩
      rw [mem_minImages_iff hN] at hS
      obtain ⟨j, hj⟩ := hc.symm.dvd
      have hR : (R' : ℝ) = a + N * j := by
        have : R' = a + N * j := by linarith
        exact_mod_cast this
      obtain ⟨hl, hu⟩ := abs_le.1 (show |(R' : ℝ) + t| ≤ N / 2 by linarith)
      have b1 : (m : ℝ) - 1 < j := lt_of_mul_lt_mul_right (by linarith) hN'.le
      have b2 : (j : ℝ) ≤ m + 1 := le_of_mul_le_mul_right (by linarith) hN'
      have c1 : m - 1 < j := by exact_mod_cast b1
      have c2 : j ≤ m + 1 := by exact_mod_cast b2
      have hcases : j = m ∨ j = m + 1 := by omega
      rcases hcases with h | h
      · left
        rw [h] at hj
        linarith
      · right
        rw [h] at hj hR
        push_cast at hR
        exact ⟨by linarith, by linarith⟩
    · rintro (h | ⟨h, he⟩)
      · refine ⟨(mem_minImages_iff hN t R').2 ?_,
          Int.modEq_iff_dvd.2 ⟨-m, by rw [h]; ring⟩⟩
        have hR : (R' : ℝ) = a + N * m := by exact_mod_cast h
        have : |(R' : ℝ) + t| ≤ N / 2 := abs_le.2 ⟨by linarith, by linarith⟩
        linarith
      · refine ⟨(mem_minImages_iff hN t R').2 ?_,
          Int.modEq_iff_dvd.2 ⟨-m - 1, by rw [h]; ring⟩⟩
        have hR : (R' : ℝ) = a + N * m + N := by exact_mod_cast h
        have : |(R' : ℝ) + t| ≤ N / 2 := abs_le.2 ⟨by linarith, by linarith⟩
        linarith
  refine ⟨a + N * m, ?_⟩
  by_cases he : 2 * ((a : ℝ) + N * m + t) = -N
  · right
    ext R'
    rw [key]
    simp only [Set.mem_insert_iff, Set.mem_singleton_iff]
    tauto
  · left
    ext R'
    rw [key]
    simp only [Set.mem_singleton_iff]
    tauto

/-- Moving a Wannier centre by one cell translates the minimal-distance set back by one
cell: `S(t+1) = S(t) - 1`. -/
theorem minImages_relabel (N : ℕ) (t : ℝ) :
    minImages N (t + 1) = {R | R + 1 ∈ minImages N t} := by
  have e : ∀ Q : ℤ, ((Q + 1 : ℤ) : ℝ) + t = (Q : ℝ) + (t + 1) := by
    intro Q
    push_cast
    ring
  ext R
  constructor
  · intro h R' hR'
    have hc : R' - 1 ≡ R [ZMOD N] := by
      have := hR'.sub_right 1
      rwa [add_sub_cancel_right] at this
    have := h (R' - 1) hc
    rw [← e, ← e, sub_add_cancel] at this
    exact this
  · intro h R' hR'
    have := h (R' + 1) (hR'.add_right 1)
    rwa [e, e] at this

/-- The averaged Bloch phase follows a relabelling of the home cell: offset `t + 1` and
class `a` give the same phase as offset `t` and class `a + 1`. -/
theorem phaseAvg_relabel (N : ℕ) (t k : ℝ) (a : ℤ) :
    phaseAvg N (t + 1) k a = phaseAvg N t k (a + 1) := by
  have hmem := fun R : ℤ => Set.ext_iff.1 (minImages_relabel N t) R
  have hinj : Function.Injective (fun R : ℤ => R - 1) := fun x y h => by simpa using h
  -- the images of the two classes are translates of each other
  have hset : classImages N (t + 1) a = (fun R : ℤ => R - 1) '' classImages N t (a + 1) := by
    ext R
    constructor
    · rintro ⟨h, hc⟩
      exact ⟨R + 1, ⟨(hmem R).1 h, hc.add_right 1⟩, by simp⟩
    · rintro ⟨Q, ⟨h, hc⟩, rfl⟩
      have h1 : Q - 1 + 1 ∈ minImages N t := by rwa [sub_add_cancel]
      have h2 : Q - 1 ≡ a [ZMOD N] := by
        have := hc.sub_right 1
        rwa [add_sub_cancel_right] at this
      exact ⟨(hmem (Q - 1)).2 h1, h2⟩
  unfold phaseAvg
  rw [hset, Set.ncard_image_of_injective _ hinj, finsum_mem_image hinj.injOn]
  congr 1
  refine finsum_mem_congr rfl fun R _ => ?_
  congr 1
  push_cast
  ring

/-- For hoppings periodic over `N` cells, the minimal-distance interpolation is unchanged at
every wave number when the home cell of a Wannier function is relabelled. -/
theorem interp_relabel (N : ℕ) (h : ℤ → ℂ) (hper : ∀ R, h (R + N) = h R) (t k : ℝ) :
    interp N (fun R => h (R + 1)) (t + 1) k = interp N h t k := by
  -- a cyclic shift does not change a sum over one period
  have key : ∀ F : ℕ → ℂ, F N = F 0 → ∑ i ∈ range N, F (i + 1) = ∑ i ∈ range N, F i := by
    intro F hF
    have s1 := Finset.sum_range_succ F N
    have s2 := Finset.sum_range_succ' F N
    linear_combination s1 - s2 + hF
  have hc : classImages N t (N : ℤ) = classImages N t 0 := by
    ext R
    simp [classImages, Int.ModEq]
  have hh : h (N : ℤ) = h 0 := by
    have := hper 0
    rwa [zero_add] at this
  have e := key (fun a : ℕ => h a * phaseAvg N t k a) (by simp [phaseAvg, hc, hh])
  unfold interp
  refine Eq.trans ?_ e
  refine Finset.sum_congr rfl fun a _ => ?_
  simp [phaseAvg_relabel]

/-- For `N ≥ 1` and a mesh point `k = 2πn/N`, the averaged Bloch phase of a class equals the
phase of any chosen representative `a`. -/
theorem phaseAvg_mesh {N : ℕ} (hN : 0 < N) (t : ℝ) (n a : ℤ) :
    phaseAvg N t (2 * Real.pi * n / N) a =
      Complex.exp (Complex.I * ((2 * Real.pi * n / N : ℝ) : ℂ) * ((a : ℂ) + t)) := by
  have hN' : (N : ℂ) ≠ 0 := by exact_mod_cast hN.ne'
  have hconst : ∀ R ∈ classImages N t a,
      Complex.exp (Complex.I * ((2 * Real.pi * n / N : ℝ) : ℂ) * ((R : ℂ) + t)) =
      Complex.exp (Complex.I * ((2 * Real.pi * n / N : ℝ) : ℂ) * ((a : ℂ) + t)) := by
    rintro R ⟨_, hc⟩
    obtain ⟨j, hj⟩ := hc.symm.dvd
    have hR : (R : ℂ) = a + N * j := by
      have : R = a + N * j := by linarith
      exact_mod_cast this
    refine Complex.exp_eq_exp_iff_exists_int.2 ⟨n * j, ?_⟩
    rw [hR]
    push_cast
    field_simp
    ring
  unfold phaseAvg
  rw [finsum_mem_congr rfl hconst]
  obtain ⟨R, h | h⟩ := one_or_two_images hN t a
  · rw [h, finsum_mem_singleton, Set.ncard_singleton]
    simp
  · have hne : R ≠ R + (N : ℤ) := by omega
    rw [h, finsum_mem_pair hne, Set.ncard_pair hne]
    push_cast
    ring

/-- For `N ≥ 1`, the minimal-distance interpolation equals the plain Fourier sum over one
period of cells at each mesh point `k = 2πn/N`. -/
theorem interp_mesh {N : ℕ} (hN : 0 < N) (h : ℤ → ℂ) (t : ℝ) (n : ℤ) :
    interp N h t (2 * Real.pi * n / N) = ∑ a ∈ range N, h a *
      Complex.exp (Complex.I * ((2 * Real.pi * n / N : ℝ) : ℂ) * (((a : ℤ) : ℂ) + t)) := by
  unfold interp
  exact Finset.sum_congr rfl fun a _ => by rw [phaseAvg_mesh hN]

/-- For `N = 3` the set `S(0)` is `{-1, 0, 1}`, and it differs from its own translate by
one cell. -/
theorem blind_set_not_relabelled :
    minImages 3 0 = {-1, 0, 1} ∧
      ({-1, 0, 1} : Set ℤ) ≠ (fun R : ℤ => R - 1) '' {-1, 0, 1} := by
  constructor
  · ext R
    rw [mem_minImages_iff (by norm_num)]
    simp only [Set.mem_insert_iff, Set.mem_singleton_iff]
    constructor
    · intro h
      rw [add_zero] at h
      have h' : 2 * |R| ≤ 3 := by exact_mod_cast h
      have l1 := le_abs_self R
      have l2 := neg_le_abs R
      omega
    · rintro (rfl | rfl | rfl) <;> norm_num
  · intro h
    have h1 : (1 : ℤ) ∈ ({-1, 0, 1} : Set ℤ) := by simp
    rw [h] at h1
    obtain ⟨Q, hQ, hq⟩ := h1
    have hq' : Q - 1 = 1 := hq
    simp only [Set.mem_insert_iff, Set.mem_singleton_iff] at hQ
    omega

/-- For hoppings of period three, relabelling the home cell changes the centre-blind
interpolation by `h(-1) (exp(ik(t+2)) - exp(ik(t-1)))`. -/
theorem blindInterp_defect (h : ℤ → ℂ) (hper : ∀ R, h (R + 3) = h R) (t k : ℝ) :
    blindInterp (fun R => h (R + 1)) (t + 1) k - blindInterp h t k =
      h (-1) * (Complex.exp (Complex.I * k * ((t : ℂ) + 2)) -
        Complex.exp (Complex.I * k * ((t : ℂ) - 1))) := by
  have h2 : h 2 = h (-1) := by
    have e : (-1 : ℤ) + 3 = 2 := by norm_num
    have := hper (-1)
    rwa [e] at this
  have expand : ∀ g : ℤ → ℂ,
      ∑ R ∈ ({-1, 0, 1} : Finset ℤ), g R = g (-1) + g 0 + g 1 := by
    intro g
    rw [Finset.sum_insert (by decide), Finset.sum_insert (by decide), Finset.sum_singleton]
    ring
  have a1 : h (-1 + 1) = h 0 := rfl
  have a2 : h (0 + 1) = h 1 := rfl
  have a3 : h (1 + 1) = h (-1) := h2
  -- after relabelling, two of the three phases coincide with the old ones
  have e1 : Complex.I * k * (((-1 : ℤ) : ℂ) + ((t + 1 : ℝ) : ℂ)) =
      Complex.I * k * (((0 : ℤ) : ℂ) + t) := by push_cast; ring
  have e2 : Complex.I * k * (((0 : ℤ) : ℂ) + ((t + 1 : ℝ) : ℂ)) =
      Complex.I * k * (((1 : ℤ) : ℂ) + t) := by push_cast; ring
  have e3 : Complex.I * k * (((1 : ℤ) : ℂ) + ((t + 1 : ℝ) : ℂ)) =
      Complex.I * k * ((t : ℂ) + 2) := by push_cast; ring
  have e4 : Complex.I * k * (((-1 : ℤ) : ℂ) + (t : ℂ)) =
      Complex.I * k * ((t : ℂ) - 1) := by push_cast; ring
  unfold blindInterp
  rw [expand, expand]
  beta_reduce
  rw [a1, a2, a3, e1, e2, e3, e4]
  ring

end

end WannierMinimalDistance
```

```lean
#print axioms WannierMinimalDistance.interp_relabel
-- 'WannierMinimalDistance.interp_relabel' depends on axioms: [propext, Classical.choice, Quot.sound]
#print axioms WannierMinimalDistance.interp_mesh
-- 'WannierMinimalDistance.interp_mesh' depends on axioms: [propext, Classical.choice, Quot.sound]
#print axioms WannierMinimalDistance.blind_set_not_relabelled
-- 'WannierMinimalDistance.blind_set_not_relabelled' depends on axioms: [propext, Classical.choice, Quot.sound]
#print axioms WannierMinimalDistance.blindInterp_defect
-- 'WannierMinimalDistance.blindInterp_defect' depends on axioms: [propext, Classical.choice, Quot.sound]
```

`minImages N t` is \(S(t)\), defined by the comparison of distances; `classImages`, `phaseAvg` and `interp` are \(C_t(a)\), \(P_t(k,a)\) and \(H_t(k)\). The notation `[ZMOD N]` means congruence modulo \(N\), and `blindInterp` is the fixed three-cell sum.

In `mem_minImages_iff`, `sq_le_sq` and `nlinarith` carry out the comparison with the two neighbours; the converse splits on the sign of \(m\). `one_or_two_images` uses a ceiling to find the leftmost candidate, then shows that only the next image can tie with it. `minImages_relabel` works directly from the definition. `phaseAvg_relabel` carries the sum and the count along the translation, and `interp_relabel` adds the cyclic shift. `phaseAvg_mesh` shows that the phase is constant on a class, which `interp_mesh` sums. The last two theorems treat the three-cell example.

## One orbital pair, any real \(k\)

The hypothesis `hper` expresses the periodicity of hoppings obtained from the unshifted mesh \(k=2\pi n/N\). Otherwise `h` is an arbitrary complex function, with no decay or Hermiticity assumed. The phase convention includes the centres, through \(e^{ik(R+t)}\). With the phases \(e^{ikR}\) on the same images, relabelling would multiply the element by \(e^{-ik}\).

The theorems establish label independence and agreement with the Fourier sum on the mesh. They give no bound on the interpolation error between mesh points, and they do not treat three-dimensional cells, where more than two images can tie. The offset is a real number, so the tolerance with which a floating-point code detects ties at \(2|R+t|=N\) needs its own check.
